# Square-root approach to saturation in the free-fermion XX chain

## Filled modes in place of spins

The XX chain is treated here as a band of free fermions with one adjustable number, the edge \(k\) of the Fermi sea. The spins themselves do not appear. With exchange constant \(J>0\) and field \(h\), both energies, the spin Hamiltonian behind this description is

\[
H=-J\sum_j\left(S^x_jS^x_{j+1}+S^y_jS^y_{j+1}\right)-h\sum_j S^z_j .
\]

The Jordan–Wigner transformation turns each down spin into a fermion. In an infinite chain with unit lattice spacing, a fermion of wave number \(q\) then costs

\[
\varepsilon(q)=h-J\cos q .
\]

The first term is the change in field energy when an up spin is turned down, and the second is the energy of the fermion's hopping along the chain. The state without fermions has all spins up.

A sea that fills the modes \(|q|\le k\), with \(0\le k\le\pi\), holds \(k/\pi\) fermions per site. Its magnetization per site is therefore \(m=1/2-k/\pi\), which runs from \(1/2\) for the empty sea to \(-1/2\) for the full band. The questions are which \(k\) has the lowest energy, and how \(m\) reaches \(1/2\) as the field grows.

For the infinite XX chain at zero temperature, the answers give exact reference values against which a numerical magnetization curve for a long XX chain can be compared.

## The optimal sea and its magnetization, as stated in Lean

Three definitions carry the physics. `seaEnergy J h k` is the integral of \(\varepsilon(q)\) from \(-k\) to \(k\), divided by \(2\pi\). This is the energy per site measured from the fermion vacuum, so the constant \(-h/2\) per site of the fully polarized state is left out. `fermiPoint J h` is \(k_F=\arccos(h/J)\), and `magnetization J h` is \(1/2-k_F/\pi\). All quantities are real numbers.

The theorems say the following.

- `seaEnergy_eq`: the energy per site equals \((hk-J\sin k)/\pi\).
- `fermiPoint_unique_minimizer`: if \(J>0\) and \(|h|\le J\), then \(k_F\) lies in \([0,\pi]\), satisfies \(J\cos k_F=h\), and has strictly lower energy than every other \(k\) in \([0,\pi]\). Both field directions are included.
- `empty_sea_of_saturated`: if \(h\ge J>0\), every sea with \(k>0\) has higher energy than the empty one.
- `zero_field_energy`: at \(h=0\) the least energy over \([0,\pi]\) is \(-J/\pi\). `IsLeast` means that this value is attained and that no sea goes below it.
- `susceptibility`: if \(|h|<J\), the derivative of \(m\) with respect to \(h\) is \(1/(\pi\sqrt{J^2-h^2})\), which is positive.
- `saturation_square_root_law`: if \(J>0\), then \((1/2-m)/\sqrt{1-h/J}\) tends to \(\sqrt2/\pi\) as \(h\) approaches \(J\) from below. The one-sided approach is written `𝓝[<] J`.

The condition \(J\cos k_F=h\) says that the mode at the edge of the sea costs nothing. It also ties the statement to the field range, because Lean's `Real.arccos` equals \(\pi\) everywhere below \(-1\) and \(0\) everywhere above \(1\), so the condition fails for \(|h|>J\).

The Jordan–Wigner transformation and the infinite-chain limit are assumed through the definition of the energy. The minimum is taken over symmetric seas, not over all states of the spin chain. Finite chains, temperature and a coupling between the \(z\) components of the spins are left out.

## A variant with free occupation of the modes

The single number \(k\) could be replaced by an occupation function \(n(q)\) with values between 0 and 1, and the energy by

\[
\frac1{2\pi}\int_{-\pi}^{\pi}n(q)\,(h-J\cos q)\,dq .
\]

The shape of the sea would then be a result and not an assumption: the energy is lowest when the modes of negative cost are filled and those of positive cost are empty. For \(|h|\le J\) this leads back to the same \(k_F\). Uniqueness would become weaker in form, since changing \(n\) on a set of wave numbers of measure zero leaves the integral unchanged. This variant is described for comparison only and has no proof in the file.

## Energy of a sea and its strict minimum

An antiderivative of \(h-J\cos q\) is \(hq-J\sin q\), which is odd in \(q\). Hence

\[
\frac1{2\pi}\int_{-k}^{k}(h-J\cos q)\,dq
=\frac{2(hk-J\sin k)}{2\pi}
=\frac{hk-J\sin k}{\pi}.
\]

The derivative with respect to \(k\) is \((h-J\cos k)/\pi\), which vanishes at \(k_F\). A comparison of the sine with its tangent shows that this point is the strict minimum on the whole interval, including the cases \(h=\pm J\), where \(k_F\) sits at an end.

Take two different points \(a\) and \(k\) in \([0,\pi]\). By the mean value theorem there is a \(c\) strictly between them with

\[
\sin k-\sin a=\cos c\,(k-a).
\]

The cosine decreases strictly on \([0,\pi]\). If \(k>a\), then \(\cos c<\cos a\) and \(k-a\) is positive. If \(k<a\), then \(\cos c>\cos a\) and \(k-a\) is negative. In both cases

\[
\sin k<\sin a+\cos a\,(k-a).
\]

Now set \(a=k_F\), multiply by \(J>0\) and use \(J\cos k_F=h\):

\[
J\sin k<J\sin k_F+h(k-k_F).
\]

Rearranging gives \(hk_F-J\sin k_F<hk-J\sin k\), and division by \(\pi\) gives the claim about the energies.

## Zero field, strong field and susceptibility

At \(h=0\) the energy is \(-J\sin k/\pi\). Since \(\sin k\le1\), it is never below \(-J/\pi\), and \(k=\pi/2\) attains this value. The band is then half filled and \(m=0\).

For \(h\ge J\) and \(k>0\), the inequality \(\sin k<k\) gives \(J\sin k<Jk\le hk\). The energy of the sea is positive, while the empty sea has energy zero, so the chain stays fully polarized.

For \(|h|<J\) the chain rule gives

\[
\frac{dm}{dh}
=-\frac1\pi\,\frac{d}{dh}\arccos\frac hJ
=\frac1{\pi J\sqrt{1-(h/J)^2}}
=\frac1{\pi\sqrt{J^2-h^2}} .
\]

This grows without bound as \(h\) approaches \(J\) from below, in keeping with a magnetization curve that meets its saturation value with a vertical tangent.

## The coefficient \(\sqrt2/\pi\) below saturation

Let \(0<h<J\) and write \(k=k_F\), so that \(\cos k=h/J\) and \(0<k<\pi\). The missing magnetization is \(1/2-m=k/\pi\). The half-angle formula gives

\[
1-\frac hJ=1-\cos k=2\sin^2\frac k2,
\qquad
\sqrt{1-\frac hJ}=\sqrt2\,\sin\frac k2,
\]

where the root has this sign because \(\sin(k/2)>0\). With \(\operatorname{sinc}x=\sin x/x\) for \(x\ne0\) and \(\operatorname{sinc}0=1\), the ratio becomes

\[
\frac{1/2-m}{\sqrt{1-h/J}}
=\frac{k}{\pi\sqrt2\,\sin(k/2)}
=\frac{\sqrt2}{\pi}\,\frac{k/2}{\sin(k/2)}
=\frac{\sqrt2}{\pi}\,\frac1{\operatorname{sinc}(k/2)} .
\]

As \(h\) approaches \(J\) from below, \(k\) tends to 0. The function sinc is continuous, so the last factor tends to 1 and the ratio to \(\sqrt2/\pi\).

The square root reflects the bottom of the band, where \(\cos q\) is quadratic in \(q\): the width of a small sea varies as the square root of the energy available to fill it.

## The complete Lean file

```lean
import Mathlib

open Set Filter Topology
open scoped Real

namespace XXChainSaturation

noncomputable section

/-- Energy per site, relative to the fermion vacuum, of a Fermi sea filling the modes
between `-k` and `k`, each mode `q` costing `h - J cos q`. -/
def seaEnergy (J h k : ℝ) : ℝ :=
  1 / (2 * π) * ∫ q in (-k)..k, (h - J * Real.cos q)

/-- The Fermi point `arccos (h / J)` of the XX chain, for `J > 0` and `|h| ≤ J`. -/
def fermiPoint (J h : ℝ) : ℝ := Real.arccos (h / J)

/-- Magnetization per site `1/2 - k/π` at the Fermi point, for `J > 0` and `|h| ≤ J`. -/
def magnetization (J h : ℝ) : ℝ := 1 / 2 - fermiPoint J h / π

/-- Summing the mode energies over the Fermi sea gives `(h k - J sin k) / π` per site. -/
theorem seaEnergy_eq (J h k : ℝ) :
    seaEnergy J h k = (h * k - J * Real.sin k) / π := by
  have hint : ∫ q in (-k)..k, (h - J * Real.cos q) =
      (h * k - J * Real.sin k) - (h * (-k) - J * Real.sin (-k)) :=
    intervalIntegral.integral_eq_sub_of_hasDerivAt
      (f := fun q => h * q - J * Real.sin q)
      (fun q _ => (((hasDerivAt_id' q).const_mul h).fun_sub
        ((Real.hasDerivAt_sin q).const_mul J)).congr_deriv (by ring))
      (Continuous.intervalIntegrable (by fun_prop) _ _)
  rw [seaEnergy, hint, Real.sin_neg]
  ring

/-- On `[0, π]` the sine lies strictly below each of its tangents, except at the point
of contact. -/
theorem sin_lt_tangent {a k : ℝ} (ha : a ∈ Icc 0 π) (hk : k ∈ Icc 0 π) (hne : k ≠ a) :
    Real.sin k < Real.sin a + Real.cos a * (k - a) := by
  -- compare the slope of the chord with the slope of the tangent
  rcases lt_or_gt_of_ne hne with h | h
  · obtain ⟨c, hc, e⟩ := exists_hasDerivAt_eq_slope Real.sin Real.cos h
      Real.continuous_sin.continuousOn (fun x _ => Real.hasDerivAt_sin x)
    have hlt : Real.cos a < Real.cos c :=
      Real.cos_lt_cos_of_nonneg_of_le_pi (hk.1.trans hc.1.le) ha.2 hc.2
    rw [e, lt_div_iff₀ (sub_pos.2 h)] at hlt
    linarith
  · obtain ⟨c, hc, e⟩ := exists_hasDerivAt_eq_slope Real.sin Real.cos h
      Real.continuous_sin.continuousOn (fun x _ => Real.hasDerivAt_sin x)
    have hlt : Real.cos c < Real.cos a :=
      Real.cos_lt_cos_of_nonneg_of_le_pi ha.1 (hc.2.le.trans hk.2) hc.1
    rw [e, div_lt_iff₀ (sub_pos.2 h)] at hlt
    linarith

/-- For `J > 0` and `|h| ≤ J` the mode energy vanishes at the Fermi point, and the sea filled up to
that point has strictly lower energy than every other sea with `k` in `[0, π]`. -/
theorem fermiPoint_unique_minimizer {J h : ℝ} (hJ : 0 < J) (hh : |h| ≤ J) :
    fermiPoint J h ∈ Icc 0 π ∧ J * Real.cos (fermiPoint J h) = h ∧
      ∀ k ∈ Icc 0 π, k ≠ fermiPoint J h →
        seaEnergy J h (fermiPoint J h) < seaEnergy J h k := by
  obtain ⟨h1, h2⟩ := abs_le.1 hh
  have hmem : fermiPoint J h ∈ Icc 0 π := ⟨Real.arccos_nonneg _, Real.arccos_le_pi _⟩
  have hcos : J * Real.cos (fermiPoint J h) = h := by
    have hl : -1 ≤ h / J := by
      rw [le_div_iff₀ hJ]
      linarith
    have hu : h / J ≤ 1 := by
      rw [div_le_iff₀ hJ]
      linarith
    rw [fermiPoint, Real.cos_arccos hl hu]
    field_simp
  refine ⟨hmem, hcos, fun k hk hne => ?_⟩
  rw [seaEnergy_eq, seaEnergy_eq]
  apply div_lt_div_of_pos_right _ Real.pi_pos
  have ht := mul_lt_mul_of_pos_left (sin_lt_tangent hmem hk hne) hJ
  linear_combination ht + (k - fermiPoint J h) * hcos

/-- For fields `h ≥ J > 0` every nonempty Fermi sea has higher energy than the empty one. -/
theorem empty_sea_of_saturated {J h k : ℝ} (hJ : 0 < J) (hh : J ≤ h) (hk : 0 < k) :
    seaEnergy J h 0 < seaEnergy J h k := by
  rw [seaEnergy_eq, seaEnergy_eq]
  apply div_lt_div_of_pos_right _ Real.pi_pos
  rw [Real.sin_zero]
  have h1 := mul_lt_mul_of_pos_left (Real.sin_lt hk) hJ
  have h2 := mul_le_mul_of_nonneg_right hh hk.le
  linarith

/-- For `J > 0` and zero field, the least energy per site among the seas with `k` in `[0, π]` is `-J
/ π`. -/
theorem zero_field_energy {J : ℝ} (hJ : 0 < J) :
    IsLeast (seaEnergy J 0 '' Icc 0 π) (-J / π) := by
  constructor
  · refine ⟨π / 2, ⟨by positivity, by linarith [Real.pi_pos]⟩, ?_⟩
    rw [seaEnergy_eq, Real.sin_pi_div_two]
    ring
  · rintro _ ⟨k, _, rfl⟩
    rw [seaEnergy_eq]
    apply div_le_div_of_nonneg_right _ Real.pi_pos.le
    have := mul_le_mul_of_nonneg_left (Real.sin_le_one k) hJ.le
    linarith

/-- For `|h| < J` the magnetic susceptibility is `1 / (π √(J² - h²))`, and it is positive. -/
theorem susceptibility {J h : ℝ} (hh : |h| < J) :
    0 < 1 / (π * √(J ^ 2 - h ^ 2)) ∧
      HasDerivAt (fun x => magnetization J x) (1 / (π * √(J ^ 2 - h ^ 2))) h := by
  have hJ : 0 < J := (abs_nonneg h).trans_lt hh
  obtain ⟨h1, h2⟩ := abs_lt.1 hh
  have hpos : 0 < J ^ 2 - h ^ 2 := by nlinarith
  refine ⟨one_div_pos.2 (mul_pos Real.pi_pos (Real.sqrt_pos.2 hpos)), ?_⟩
  have hl : -1 < h / J := by
    rw [lt_div_iff₀ hJ]
    linarith
  have hu : h / J < 1 := by
    rw [div_lt_iff₀ hJ]
    linarith
  have hd := (Real.hasDerivAt_arccos hl.ne' hu.ne).comp h
    ((hasDerivAt_id' h).div_const J)
  have hm := (hd.div_const π).const_sub (1 / 2)
  refine HasDerivAt.congr_deriv hm ?_
  -- pull the exchange constant out of the square root
  have e : J * (h / J) = h := by field_simp
  have hs : √(J ^ 2 - h ^ 2) = J * √(1 - (h / J) ^ 2) := by
    have e2 : J ^ 2 - h ^ 2 = J ^ 2 * (1 - (h / J) ^ 2) := by
      linear_combination (J * (h / J) + h) * e
    rw [e2, Real.sqrt_mul (sq_nonneg J), Real.sqrt_sq hJ.le]
  rw [hs]
  ring

/-- For `J > 0`, as the field approaches `J` from below, the missing magnetization divided by `√(1 -
h/J)` tends to `√2 / π`. -/
theorem saturation_square_root_law {J : ℝ} (hJ : 0 < J) :
    Tendsto (fun h => (1 / 2 - magnetization J h) / √(1 - h / J))
      (𝓝[<] J) (𝓝 (√2 / π)) := by
  have hc : Continuous (fun h : ℝ => Real.sinc (Real.arccos (h / J) / 2)) :=
    Real.continuous_sinc.comp
      ((Real.continuous_arccos.comp (continuous_id.div_const J)).div_const 2)
  have h0 : Real.sinc (Real.arccos (J / J) / 2) = 1 := by
    rw [div_self hJ.ne', Real.arccos_one, zero_div, Real.sinc_zero]
  have ht : Tendsto (fun h : ℝ => Real.sinc (Real.arccos (h / J) / 2))
      (𝓝[<] J) (𝓝 1) := by
    rw [← h0]
    exact (hc.tendsto J).mono_left nhdsWithin_le_nhds
  have hl := (ht.inv₀ one_ne_zero).const_mul (√2 / π)
  rw [inv_one, mul_one] at hl
  refine hl.congr' ?_
  filter_upwards [Ioo_mem_nhdsLT hJ] with h hh
  have hx0 : 0 < h / J := div_pos hh.1 hJ
  have hx1 : h / J < 1 := (div_lt_one hJ).2 hh.2
  have hcos : Real.cos (Real.arccos (h / J)) = h / J :=
    Real.cos_arccos (by linarith) hx1.le
  have hk : 0 < Real.arccos (h / J) := Real.arccos_pos.2 hx1
  have hkpi := Real.arccos_le_pi (h / J)
  unfold magnetization fermiPoint
  generalize Real.arccos (h / J) = k at hcos hk hkpi ⊢
  have hs : 0 < Real.sin (k / 2) :=
    Real.sin_pos_of_pos_of_lt_pi (by linarith) (by linarith)
  have h2 : √2 * √2 = (2 : ℝ) := Real.mul_self_sqrt (by norm_num)
  -- the half-angle formula turns the square root into a sine
  have hroot : √(1 - h / J) = √2 * Real.sin (k / 2) := by
    have hd := Real.cos_two_mul (k / 2)
    rw [mul_div_cancel₀ k (two_ne_zero' ℝ)] at hd
    have hsq : 1 - h / J = (√2 * Real.sin (k / 2)) ^ 2 := by
      linear_combination hcos - hd - 2 * Real.sin_sq_add_cos_sq (k / 2)
        - Real.sin (k / 2) ^ 2 * h2
    rw [hsq, Real.sqrt_sq (by positivity)]
  have hinv : Real.sin (k / 2) * (Real.sin (k / 2))⁻¹ = 1 := mul_inv_cancel₀ hs.ne'
  rw [hroot, Real.sinc_of_ne_zero (by positivity), inv_div, eq_div_iff (by positivity)]
  linear_combination
    (k / (2 * π) * (Real.sin (k / 2) * (Real.sin (k / 2))⁻¹)) * h2 + (k / π) * hinv

end

end XXChainSaturation
```

```lean
#print axioms XXChainSaturation.fermiPoint_unique_minimizer
-- 'XXChainSaturation.fermiPoint_unique_minimizer' depends on axioms: [propext, Classical.choice, Quot.sound]
#print axioms XXChainSaturation.zero_field_energy
-- 'XXChainSaturation.zero_field_energy' depends on axioms: [propext, Classical.choice, Quot.sound]
#print axioms XXChainSaturation.susceptibility
-- 'XXChainSaturation.susceptibility' depends on axioms: [propext, Classical.choice, Quot.sound]
#print axioms XXChainSaturation.saturation_square_root_law
-- 'XXChainSaturation.saturation_square_root_law' depends on axioms: [propext, Classical.choice, Quot.sound]
```

## From the integral to the minimum in Lean

In `seaEnergy_eq` the integral is evaluated by the fundamental theorem of calculus, with \(hq-J\sin q\) supplied as the antiderivative. The oddness of the sine enters through `Real.sin_neg`.

The lemma `sin_lt_tangent` treats \(k<a\) and \(k>a\) separately, as in the derivation. In each case `exists_hasDerivAt_eq_slope` provides the intermediate point \(c\), and `Real.cos_lt_cos_of_nonneg_of_le_pi` compares the two cosines. Multiplying by the positive distance between the points turns the comparison of slopes into the tangent inequality.

In `fermiPoint_unique_minimizer` the bound \(|h|\le J\) is first converted into \(-1\le h/J\le1\). This is what `Real.cos_arccos` needs to yield `hcos`, the equation \(J\cos k_F=h\). The inequality `ht` is the tangent inequality multiplied by \(J\). The closing `linear_combination` adds \((k-k_F)\) times `hcos` to it, which replaces \(J\cos k_F\) by \(h\).

The proof of `empty_sea_of_saturated` combines \(J\sin k<Jk\) with \(Jk\le hk\). The proof of `zero_field_energy` has two parts: the point \(\pi/2\) attains the value, and `Real.sin_le_one` supplies the lower bound.

## Derivative and limit in Lean

For `susceptibility`, the strict bound \(|h|<J\) keeps \(h/J\) away from \(\pm1\), where the arccosine has no finite derivative. The proof composes the derivative of the arccosine with that of \(h/J\). The equation `hs` then writes \(\sqrt{J^2-h^2}\) as \(J\sqrt{1-(h/J)^2}\), which brings the result to the stated form.

The proof of `saturation_square_root_law` takes the limit first and identifies the ratio afterwards. Continuity of sinc and of the arccosine gives `ht`, the statement that \(\operatorname{sinc}(k_F/2)\) tends to 1. Inverting and multiplying by \(\sqrt2/\pi\) gives `hl`, which already has the required limit.

It remains to show that this function agrees with the ratio close to \(J\) on the lower side. The step `filter_upwards [Ioo_mem_nhdsLT hJ]` restricts attention to \(0<h<J\), and `generalize` then names the arccosine \(k\). The equation `hroot` is the half-angle identity \(\sqrt{1-h/J}=\sqrt2\sin(k/2)\), with the sign of the root settled by `hs`. The final `linear_combination` checks the remaining algebra, using \(\sqrt2\cdot\sqrt2=2\) and the cancellation of \(\sin(k/2)\) against its inverse.
